# For a −C/r⁶ attraction at a sharp interface, the Fowler tail of the surface tension is 3/2 times the cleavage tail

A liquid surface has a tension partly because distant molecules attract each other. The share due to pairs further apart than a cutoff rc can be computed from the forces, which gives the Fowler tail, or from the energy needed to split the liquid, which gives the cleavage tail. For the dispersion attraction u(r) = −C/r⁶ with rc > 0, the first is 3/2 times the second, and their difference is a boundary term at the cutoff. In molecular simulation the Fowler tail corrects a surface tension computed with truncated forces, here for an interface without width and with no correlations between pairs beyond rc.

```lean
import Mathlib

open MeasureTheory Set Filter Topology
open scoped Real

namespace SurfaceTensionTail

noncomputable section
```

## The two tails and the potential

Let ρ be the density step across the interface, that is, the number density of the liquid (molecules per volume) minus that of the vapour. It is not the density of a single phase unless the other side is empty. Let u(r) be the pair potential and u′(r) its derivative. Throughout, integrals over r run from rc to ∞ and integrals over s from 0 to 1.

The force route gives

Fowler tail = (π/8) ρ² ∫ r⁴ u′(r) dr.

Fowler's formula for the whole surface tension also contains the pair correlation function of the liquid. In the tail it is set to 1, its value for uncorrelated molecules.

```lean
/-- Fowler (virial) tail of the surface tension of a sharp interface with density step `ρ`,
from pairs further apart than `rc`: `(π/8) ρ² ∫ r⁴ u'(r) dr`. -/
def fowlerTail (ρ rc : ℝ) (u : ℝ → ℝ) : ℝ :=
  π / 8 * ρ ^ 2 * ∫ r in Ioi rc, r ^ 4 * deriv u r
```

The energy route counts the attraction across a plane along which the liquid is split, and shares it between the two new surfaces:

Cleavage tail = −(π/2) ρ² ∫ r³ u(r) dr.

```lean
/-- Cleavage (energy) tail of the surface tension of a sharp interface with density step `ρ`,
from pairs further apart than `rc`: `-(π/2) ρ² ∫ r³ u(r) dr`. -/
def cleavageTail (ρ rc : ℝ) (u : ℝ → ℝ) : ℝ :=
  -(π / 2) * ρ ^ 2 * ∫ r in Ioi rc, r ^ 3 * u r
```

In both definitions `u` is an arbitrary function from reals to reals, and the force enters through `deriv u`. That these integrals give the contribution of distant pairs in a real fluid is the physical step taken by the definitions. It rests on the sharp profile and the absence of correlations beyond rc, and neither is derived here.

The constant C, often written C₆, measures the strength of the London attraction between the fluctuating dipoles of two molecules. It is positive for an attraction, but the theorems allow any real value.

```lean
/-- The London dispersion potential `u(r) = -C/r⁶`, meant for separations `r > 0`. -/
def dispersion (C r : ℝ) : ℝ := -C / r ^ 6
```

## (a) Averaging the orientation weight

**Task.** Let s be the cosine of the angle between the separation of a pair and the surface normal. Show that

∫ (3s³ − s) ds = 1/4.

**Solution.** The two terms integrate separately:

∫ 3s³ ds = 3/4 and ∫ s ds = 1/2,

and 3/4 − 1/2 = 1/4.

```lean
/-- The orientation weight `3s³ - s` integrates to `1/4` over `s` from 0 to 1. -/
theorem orientation_integral : ∫ s in (0 : ℝ)..1, (3 * s ^ 3 - s) = 1 / 4 := by
  rw [intervalIntegral.integral_sub
      ((by fun_prop : Continuous fun s : ℝ => 3 * s ^ 3).intervalIntegrable _ _)
      ((by fun_prop : Continuous fun s : ℝ => s).intervalIntegrable _ _),
    intervalIntegral.integral_const_mul, integral_pow, integral_id]
  norm_num
```

The rewriting splits the integral in the same way, with continuity supplying the integrability of each term. The formulas for powers then leave a sum of fractions for `norm_num`.

## (b) The Fowler tail resolved by angle

**Task.** Show that for any pair potential

Fowler tail = (π/2) ρ² ∫ ∫ (3s³ − s) r⁴ u′(r) ds dr.

**Solution.** The factor r⁴u′(r) does not depend on s, so by (a) the inner integral is r⁴u′(r)/4. Then (π/2)·(1/4) = π/8 restores the definition.

The weight has a geometric origin. In the bulk, the contribution of a pair to the normal pressure minus its contribution to the tangential pressure is proportional to 1 − 3s², which averages to zero over all directions. Near a surface against vacuum, pairs that would reach across it are missing from a layer of thickness rs. The product of s and 3s² − 1 is the weight 3s³ − s.

```lean
/-- For any pair potential, the Fowler tail is the virial integral resolved by the cosine `s`
between the pair separation and the surface normal, with weight `3s³ - s`. -/
theorem fowlerTail_eq_orientation (ρ rc : ℝ) (u : ℝ → ℝ) :
    fowlerTail ρ rc u = π / 2 * ρ ^ 2 *
      ∫ r in Ioi rc, ∫ s in (0 : ℝ)..1, (3 * s ^ 3 - s) * (r ^ 4 * deriv u r) := by
  simp_rw [intervalIntegral.integral_mul_const, orientation_integral]
  rw [integral_const_mul, fowlerTail]
  ring
```

The Lean integral is iterated, with s inside and r outside. `simp_rw` carries out the inner integral for every r, and `integral_const_mul` takes the 1/4 out of the outer one. No integrability is assumed: if r⁴u′ is not integrable, Lean assigns both outer integrals the value 0, and the equation then has no physical content.

## (c) The cleavage tail resolved by angle

**Task.** Show that for any pair potential

Cleavage tail = −π ρ² ∫ ∫ s r³ u(r) ds dr.

**Solution.** The inner integral is r³u(r)/2, since s integrates to 1/2. Multiplying by −πρ² gives the prefactor −(π/2)ρ².

Here the weight counts pairs across the splitting plane. For a liquid against vacuum, a separation r at cosine s crosses unit area of the plane in a number of pairs proportional to ρ²rs. The volume element contributes 2πr² dr ds, and sharing the energy between two surfaces halves the 2π.

```lean
/-- For any pair potential, the cleavage tail is the energy integral resolved by the cosine `s`
between the pair separation and the surface normal, with weight `s`. -/
theorem cleavageTail_eq_orientation (ρ rc : ℝ) (u : ℝ → ℝ) :
    cleavageTail ρ rc u = -π * ρ ^ 2 *
      ∫ r in Ioi rc, ∫ s in (0 : ℝ)..1, s * (r ^ 3 * u r) := by
  simp_rw [intervalIntegral.integral_mul_const, integral_id]
  rw [integral_const_mul, cleavageTail]
  ring
```

The proof has the same form as in (b), with the integral of s in place of (a).

## (d) The gap between the two routes

**Task.** Let u be differentiable at every r ≥ rc, let r³u and r⁴u′ be integrable beyond rc, and let r⁴u(r) tend to 0 as r → ∞. Show that

Fowler tail − Cleavage tail = −(π/8) ρ² rc⁴ u(rc).

**Solution.** The product rule gives

(r⁴u)′ = 4r³u + r⁴u′.

Integrate from rc to ∞. The upper end contributes nothing, so

−rc⁴ u(rc) = 4 ∫ r³ u dr + ∫ r⁴ u′ dr.

Multiply by (π/8)ρ². The first term on the right becomes (π/2)ρ² ∫ r³u dr, which is minus the cleavage tail, and the second is the Fowler tail.

The gap has a mechanical reading. Switching the potential on abruptly at rc creates a step of height u(rc), and its derivative contains an impulse there. The Fowler tail leaves this impulse out, while the energy integral contains its effect.

```lean
/-- The Fowler and cleavage tails differ by the boundary term `-(π/8) ρ² rc⁴ u(rc)`, for a
potential differentiable from `rc` outwards, with `r³ u` and `r⁴ u'` integrable beyond `rc`
and `r⁴ u` vanishing at infinity. -/
theorem fowler_sub_cleavage (ρ rc : ℝ) (u : ℝ → ℝ)
    (hu : ∀ r ∈ Ici rc, DifferentiableAt ℝ u r)
    (hE : IntegrableOn (fun r => r ^ 3 * u r) (Ioi rc))
    (hV : IntegrableOn (fun r => r ^ 4 * deriv u r) (Ioi rc))
    (hlim : Tendsto (fun r => r ^ 4 * u r) atTop (𝓝 0)) :
    fowlerTail ρ rc u - cleavageTail ρ rc u = -(π / 8) * ρ ^ 2 * (rc ^ 4 * u rc) := by
  -- the product rule for r⁴ u
  have hF : ∀ r ∈ Ici rc, HasDerivAt (fun r => r ^ 4 * u r)
      (4 * (r ^ 3 * u r) + r ^ 4 * deriv u r) r := by
    intro r hr
    have h4 : HasDerivAt (fun x : ℝ => x ^ 4) (4 * r ^ 3) r := by
      simpa using hasDerivAt_pow 4 r
    exact (h4.fun_mul (hu r hr).hasDerivAt).congr_deriv (by ring)
  have hint : IntegrableOn (fun r => 4 * (r ^ 3 * u r) + r ^ 4 * deriv u r) (Ioi rc) :=
    Integrable.add (Integrable.const_mul hE 4) hV
  have hadd : ∫ r in Ioi rc, (4 * (r ^ 3 * u r) + r ^ 4 * deriv u r)
      = (∫ r in Ioi rc, 4 * (r ^ 3 * u r)) + ∫ r in Ioi rc, r ^ 4 * deriv u r :=
    integral_add (Integrable.const_mul hE 4) hV
  -- integrate it from the cutoff to infinity
  have hI := integral_Ioi_of_hasDerivAt_of_tendsto' hF hint hlim
  rw [hadd, integral_const_mul] at hI
  unfold fowlerTail cleavageTail
  linear_combination (π / 8 * ρ ^ 2) * hI
```

The four conditions of the task are `hu`, `hE`, `hV` and `hlim`, in that order. `hF` is the product rule and `hI` is its integral from the cutoff to infinity. The final `linear_combination` multiplies `hI` by (π/8)ρ². The cutoff may be any real number here; positivity enters only with the dispersion potential.

## (e) The slope of the dispersion potential

**Task.** For r > 0 and u(r) = −C/r⁶, show that

u′(r) = 6C/r⁷.

**Solution.** By the quotient rule, with a constant numerator,

u′(r) = C·6r⁵/r¹² = 6C/r⁷.

For C > 0 the slope is positive: the energy rises as the molecules separate, as it must for an attraction.

```lean
/-- At `r > 0` the dispersion potential has slope `6C/r⁷`. -/
theorem hasDerivAt_dispersion (C : ℝ) {r : ℝ} (hr : 0 < r) :
    HasDerivAt (dispersion C) (6 * C / r ^ 7) r := by
  have h6 : HasDerivAt (fun x : ℝ => x ^ 6) (6 * r ^ 5) r := by
    simpa using hasDerivAt_pow 6 r
  refine ((hasDerivAt_const r (-C)).fun_div h6 (by positivity)).congr_deriv ?_
  rw [div_eq_div_iff (by positivity) (by positivity)]
  ring
```

`HasDerivAt` includes differentiability, which (g) needs in order to apply (d). The proof uses the quotient rule and then compares the two fractions by cross-multiplication, with r > 0 making the denominators nonzero.

## (f) The inverse cube beyond the cutoff

**Task.** For rc > 0, show that 1/r³ is integrable beyond rc and that

∫ (1/r³) dr = 1/(2rc²).

**Solution.** An antiderivative is −1/(2r²). It tends to 0 at infinity and equals −1/(2rc²) at the cutoff, so the integral is 0 + 1/(2rc²). Since the integrand is positive, this finite limit also establishes integrability.

```lean
/-- For a cutoff `rc > 0`, the function `1/r³` is integrable beyond `rc`, with integral
`1/(2 rc²)`. -/
theorem inv_cube_tail {rc : ℝ} (hrc : 0 < rc) :
    IntegrableOn (fun r : ℝ => 1 / r ^ 3) (Ioi rc) ∧
      ∫ r in Ioi rc, 1 / r ^ 3 = 1 / (2 * rc ^ 2) := by
  have hd : ∀ r ∈ Ici rc, HasDerivAt (fun x : ℝ => (-1 / 2) / x ^ 2) (1 / r ^ 3) r := by
    intro r hr
    have hr0 : 0 < r := lt_of_lt_of_le hrc hr
    have h2 : HasDerivAt (fun x : ℝ => x ^ 2) (2 * r) r := by
      simpa using hasDerivAt_pow 2 r
    refine ((hasDerivAt_const r (-1 / 2 : ℝ)).fun_div h2 (by positivity)).congr_deriv ?_
    rw [div_eq_div_iff (by positivity) (by positivity)]
    ring
  have hpos : ∀ r ∈ Ioi rc, 0 ≤ 1 / r ^ 3 := by
    intro r hr
    have hr0 : 0 < r := lt_trans hrc hr
    positivity
  have hl : Tendsto (fun x : ℝ => (-1 / 2) / x ^ 2) atTop (𝓝 0) :=
    Tendsto.const_div_atTop (tendsto_pow_atTop two_ne_zero) _
  refine ⟨integrableOn_Ioi_deriv_of_nonneg' hd hpos hl, ?_⟩
  rw [integral_Ioi_of_hasDerivAt_of_nonneg' hd hpos hl]
  ring
```

`hd` checks the antiderivative, `hpos` the sign and `hl` the limit. Two Mathlib theorems about nonnegative derivatives turn these into integrability and the value.

## (g) The dispersion tails compared

**Task.** For u(r) = −C/r⁶ and rc > 0, show that

Fowler tail = 3πCρ² ∫ ∫ (3s³ − s)/r³ ds dr,

Fowler tail = 3πρ²C/(8rc²),

Fowler tail − Cleavage tail = πρ²C/(8rc²).

**Solution.** By (e), r⁴u′(r) = 6C/r³. With (f),

Fowler tail = (π/8) ρ² · 6C · 1/(2rc²) = 3πρ²C/(8rc²).

In the double integral, (a) gives 1/4 and (f) gives 1/(2rc²), so its value is 1/(8rc²). Multiplying by 3πCρ² gives the same result.

For the difference, check the conditions of (d). The potential is differentiable for r ≥ rc > 0. The integrands r³u = −C/r³ and r⁴u′ = 6C/r³ are integrable by (f), and r⁴u = −C/r² tends to 0. At the cutoff rc⁴u(rc) = −C/rc², and so

−(π/8) ρ² · (−C/rc²) = πρ²C/(8rc²).

This is a positive excess when C > 0 and ρ ≠ 0.

```lean
/-- For `u = -C/r⁶` and a cutoff `rc > 0`, the Fowler tail equals `3πCρ²` times the double
integral of `(3s³ - s)/r³`, its value is `3πρ²C/(8 rc²)`, and it exceeds the cleavage tail by
`πρ²C/(8 rc²)`. -/
theorem dispersion_tails (ρ C : ℝ) {rc : ℝ} (hrc : 0 < rc) :
    fowlerTail ρ rc (dispersion C) = 3 * π * C * ρ ^ 2 *
        (∫ r in Ioi rc, ∫ s in (0 : ℝ)..1, (3 * s ^ 3 - s) / r ^ 3) ∧
      fowlerTail ρ rc (dispersion C) = 3 * π * ρ ^ 2 * C / (8 * rc ^ 2) ∧
      fowlerTail ρ rc (dispersion C) - cleavageTail ρ rc (dispersion C)
        = π * ρ ^ 2 * C / (8 * rc ^ 2) := by
  obtain ⟨hint, hval⟩ := inv_cube_tail hrc
  -- both integrands are multiples of 1/r³
  have hV : ∀ r ∈ Ioi rc, 6 * C * (1 / r ^ 3) = r ^ 4 * deriv (dispersion C) r := by
    intro r hr
    have hr0 : 0 < r := lt_trans hrc hr
    rw [(hasDerivAt_dispersion C hr0).deriv]
    field_simp
  have hE : ∀ r ∈ Ioi rc, -C * (1 / r ^ 3) = r ^ 3 * dispersion C r := by
    intro r hr
    have hr0 : 0 < r := lt_trans hrc hr
    unfold dispersion
    field_simp
  have hfow : fowlerTail ρ rc (dispersion C) = 3 * π * ρ ^ 2 * C / (8 * rc ^ 2) := by
    rw [fowlerTail, ← setIntegral_congr_fun measurableSet_Ioi hV, integral_const_mul, hval]
    ring
  refine ⟨?_, hfow, ?_⟩
  · have hs : ∀ r : ℝ, ∫ s in (0 : ℝ)..1, (3 * s ^ 3 - s) / r ^ 3 = 1 / 4 * (1 / r ^ 3) := by
      intro r
      rw [intervalIntegral.integral_div, orientation_integral]
      ring
    simp_rw [hs]
    rw [integral_const_mul, hval, hfow]
    ring
  · -- the excess is the boundary term at the cutoff
    have hlim : Tendsto (fun r => r ^ 4 * dispersion C r) atTop (𝓝 0) := by
      have h : Tendsto (fun r : ℝ => -C / r ^ 2) atTop (𝓝 0) :=
        Tendsto.const_div_atTop (tendsto_pow_atTop two_ne_zero) _
      refine h.congr' ?_
      filter_upwards [eventually_gt_atTop (0 : ℝ)] with r hr
      unfold dispersion
      field_simp
    rw [fowler_sub_cleavage ρ rc (dispersion C)
      (fun r hr => (hasDerivAt_dispersion C (lt_of_lt_of_le hrc hr)).differentiableAt)
      (IntegrableOn.congr_fun (Integrable.const_mul hint (-C)) hE measurableSet_Ioi)
      (IntegrableOn.congr_fun (Integrable.const_mul hint (6 * C)) hV measurableSet_Ioi) hlim]
    unfold dispersion
    field_simp
```

The theorem joins the three equations with `∧`. `hV` and `hE` write the two integrands as multiples of 1/r³, and `hfow` is the Fowler value. The first bullet evaluates the double integral. The second proves the limit `hlim` and passes the four conditions to `fowler_sub_cleavage`, after which only the value of u at the cutoff has to be inserted.

## (h) The cleavage value

**Task.** Under the same conditions, show that

Cleavage tail = πρ²C/(4rc²).

**Solution.** Subtract the excess in (g) from the Fowler tail:

3πρ²C/(8rc²) − πρ²C/(8rc²) = πρ²C/(4rc²).

The ratio of the prefactors 3/8 and 1/4 is 3/2.

```lean
/-- For `u = -C/r⁶` and a cutoff `rc > 0`, the cleavage tail is `πρ²C/(4 rc²)`. -/
theorem cleavageTail_dispersion (ρ C : ℝ) {rc : ℝ} (hrc : 0 < rc) :
    cleavageTail ρ rc (dispersion C) = π * ρ ^ 2 * C / (4 * rc ^ 2) := by
  obtain ⟨-, hfow, hdiff⟩ := dispersion_tails ρ C hrc
  linear_combination hfow - hdiff

end

end SurfaceTensionTail
```

The expression `hfow - hdiff` is this subtraction.

```lean
#print axioms SurfaceTensionTail.fowlerTail_eq_orientation
#print axioms SurfaceTensionTail.cleavageTail_eq_orientation
#print axioms SurfaceTensionTail.cleavageTail_dispersion
```

```
'SurfaceTensionTail.fowlerTail_eq_orientation' depends on axioms: [propext, Classical.choice, Quot.sound]
'SurfaceTensionTail.cleavageTail_eq_orientation' depends on axioms: [propext, Classical.choice, Quot.sound]
'SurfaceTensionTail.cleavageTail_dispersion' depends on axioms: [propext, Classical.choice, Quot.sound]
```

## Adding the tail to a slab simulation

Consider a liquid slab between two vapour regions, simulated with Lennard-Jones forces that are set to zero beyond rc. The pressure tensor gives a surface tension that lacks the distant pairs. If the width of the interface is neglected, the correction after the run is simple: read the liquid and vapour densities from the density profile, take their difference as ρ, and add the Fowler tail to the tension of each interface. This is the matching tail because the truncated forces contain no impulse at rc. The Lennard-Jones attraction has C = 4εσ⁶, where ε is the well depth and σ the molecular diameter, so the added term is

3πεσ⁶ρ²/(2rc²).

The much smaller repulsive part is neglected, and so is the change that the missing forces would make to the densities themselves. The double integral in (g) is the form that extends to an interface of finite width: for a profile varying as tanh(z/w), with z the height and w the width, its integrand gains a factor coth(rs/w), which tends to 1 as w → 0.

## Numbers for a Lennard-Jones liquid

Take ε = σ = 1, so C = 4, with ρ = 0.8 and rc = 2.5. Then ρ²C = 2.56 and rc² = 6.25, and in units of ε/σ²

Fowler tail = 3π · 2.56/50 = 0.1536π ≈ 0.483,

Cleavage tail = π · 2.56/25 = 0.1024π ≈ 0.322,

Difference = π · 2.56/50 = 0.0512π ≈ 0.161.

The double integral is 1/(8 · 6.25) = 0.02, and 3πCρ² = 7.68π, whose product is again 0.1536π.
